# Real a2g Raman tensors of D4h are antisymmetric and scatter nothing into parallel polarization

A Raman code that replaces α by (α + αᵀ)/2 deletes every a2g fundamental of a D4h molecule from the resonance spectrum. A code that stores only the upper triangle and mirrors it can keep the band, but with the wrong polarization: a nonzero α_xy = α_yx can scatter into the parallel polarization, which the true a2g tensor never does.

## One constant fixes the tensor

Let α be a real 3×3 Raman tensor in molecular axes, R the quarter turn about z, and S the half turn about x. Write E_xy for the matrix with a single 1 in row x, column y. Then

RαRᵀ = α and SαSᵀ = −α

hold exactly when, for some real c,

α = c(E_xy − E_yx).

For every real incident polarization n,

n·(αn) = 0, |αn|² = c²(n_x² + n_y²).

The induced dipole αn is perpendicular to n, which is inverse polarization.

## Tensor storage and depolarization ratios

For a real a2g tensor of a molecule with ideal D4h symmetry, the result tells a resonance Raman code to keep α_xy and α_yx separately. It also supplies a test: the parallel intensity of an a2g band must vanish in every molecular orientation, so a depolarization ratio (perpendicular over parallel) has a zero denominator, which the code should expect.

## From two rotations to crossed scattering

Multiplying out, with rows separated by semicolons:

RαRᵀ = [α_yy, −α_yx, −α_yz; −α_xy, α_xx, α_xz; −α_zy, α_zx, α_zz]

SαSᵀ = [α_xx, −α_xy, −α_xz; −α_yx, α_yy, α_yz; −α_zx, α_zy, α_zz]

The diagonal of SαSᵀ = −α gives α_ii = −α_ii, so the diagonal is zero. From RαRᵀ = α come

α_xy = −α_yx

α_xz = −α_yz and α_yz = α_xz, so both vanish

α_zx = −α_zy and α_zy = α_zx, so both vanish.

Only c = α_xy remains. Conversely, inserting α_xy = c, α_yx = −c and zeros elsewhere satisfies both laws.

Now αn = c(n_y, −n_x, 0), which gives the squared length above. For an analysed polarization m,

m·(αn) = c(m_x n_y − m_y n_x) = c(m×n)_z,

which is zero for m = n.

For a general real tensor, parallel scattering vanishes for all n exactly when αᵀ = −α. The axes give α_ii = 0; the unit vector along i + j then gives (α_ij + α_ji)/2 = 0. Conversely, antisymmetry gives n·(αn) = n·(αᵀn) = −n·(αn), hence zero.

Let α be the a2g tensor again. In a laboratory frame reached by an orthogonal matrix Q, L = QαQᵀ obeys Lᵀ = −L, and

Σ L_ij² = tr(LLᵀ) = tr(QααᵀQᵀ) = tr(ααᵀ) = 2c².

**Numbers.** Take c = 2 and n = (3/5, 4/5, 0). Then αn = (8/5, −6/5, 0), the parallel amplitude is 24/25 − 24/25 = 0, and |αn|² = 4. The analyser m = (4/5, −3/5, 0) receives amplitude 2.

**Limiting case.** For n along z, αn = 0 and the crossed signal vanishes too. The same happens for every n when c = 0.

## The Lean file

```lean
import Mathlib

open Matrix

namespace InversePolarizationRaman

/-- Rotation by a quarter turn about the molecular z axis. -/
def fourfoldZ : Matrix (Fin 3) (Fin 3) ℝ := !![0, -1, 0; 1, 0, 0; 0, 0, 1]

/-- Rotation by a half turn about the molecular x axis. -/
def twofoldX : Matrix (Fin 3) (Fin 3) ℝ := !![1, 0, 0; 0, -1, 0; 0, 0, -1]

/-- A Raman tensor of species a2g of D4h: it is unchanged by the fourfold z rotation and
changes sign under the twofold x rotation. Inversion leaves every rank-two tensor unchanged. -/
def IsA2g (α : Matrix (Fin 3) (Fin 3) ℝ) : Prop :=
  fourfoldZ * α * fourfoldZᵀ = α ∧ twofoldX * α * twofoldXᵀ = -α

/-- The tensor `c (E_xy - E_yx)`. -/
def antisymTensor (c : ℝ) : Matrix (Fin 3) (Fin 3) ℝ :=
  c • (Matrix.single 0 1 1 - Matrix.single 1 0 1)

/-- The Raman amplitude for incident linear polarization `n` and analysed linear
polarization `m`. -/
def amplitude (α : Matrix (Fin 3) (Fin 3) ℝ) (m n : Fin 3 → ℝ) : ℝ :=
  m ⬝ᵥ (α *ᵥ n)

/-- The tensor `c (E_xy - E_yx)` written out as an array. -/
lemma antisymTensor_eq (c : ℝ) :
    antisymTensor c = !![0, c, 0; -c, 0, 0; 0, 0, 0] := by
  ext i j
  fin_cases i <;> fin_cases j <;> simp [antisymTensor]

/-- The action of the fourfold z rotation on the entries of a Raman tensor. -/
lemma fourfoldZ_conj (α : Matrix (Fin 3) (Fin 3) ℝ) :
    fourfoldZ * α * fourfoldZᵀ =
      !![α 1 1, -α 1 0, -α 1 2; -α 0 1, α 0 0, α 0 2; -α 2 1, α 2 0, α 2 2] := by
  ext i j
  simp only [Matrix.mul_apply, Matrix.transpose_apply, Fin.sum_univ_three]
  fin_cases i <;> fin_cases j <;> simp [fourfoldZ]

/-- The action of the twofold x rotation on the entries of a Raman tensor. -/
lemma twofoldX_conj (α : Matrix (Fin 3) (Fin 3) ℝ) :
    twofoldX * α * twofoldXᵀ =
      !![α 0 0, -α 0 1, -α 0 2; -α 1 0, α 1 1, α 1 2; -α 2 0, α 2 1, α 2 2] := by
  ext i j
  simp only [Matrix.mul_apply, Matrix.transpose_apply, Fin.sum_univ_three]
  fin_cases i <;> fin_cases j <;> simp [twofoldX]

/-- The real Raman tensors of species a2g are exactly the multiples of `E_xy - E_yx`. -/
theorem isA2g_iff (α : Matrix (Fin 3) (Fin 3) ℝ) :
    IsA2g α ↔ ∃ c : ℝ, α = antisymTensor c := by
  constructor
  · rintro ⟨hR, hS⟩
    rw [fourfoldZ_conj] at hR
    rw [twofoldX_conj] at hS
    -- the twofold rotation removes the diagonal
    have s00 : α 0 0 = -α 0 0 := congrFun (congrFun hS 0) 0
    have s11 : α 1 1 = -α 1 1 := congrFun (congrFun hS 1) 1
    have s22 : α 2 2 = -α 2 2 := congrFun (congrFun hS 2) 2
    -- the fourfold rotation removes the entries that mix z with x and y
    have r01 : -α 1 0 = α 0 1 := congrFun (congrFun hR 0) 1
    have r02 : -α 1 2 = α 0 2 := congrFun (congrFun hR 0) 2
    have r12 : α 0 2 = α 1 2 := congrFun (congrFun hR 1) 2
    have r20 : -α 2 1 = α 2 0 := congrFun (congrFun hR 2) 0
    have r21 : α 2 0 = α 2 1 := congrFun (congrFun hR 2) 1
    refine ⟨α 0 1, ?_⟩
    rw [antisymTensor_eq]
    ext i j
    fin_cases i <;> fin_cases j <;> simp <;> linarith
  · rintro ⟨c, rfl⟩
    constructor
    · rw [fourfoldZ_conj, antisymTensor_eq]
      ext i j
      fin_cases i <;> fin_cases j <;> simp
    · rw [twofoldX_conj, antisymTensor_eq]
      ext i j
      fin_cases i <;> fin_cases j <;> simp

/-- A real Raman tensor scatters nothing into the parallel polarization, for every incident
linear polarization, exactly when it is antisymmetric. -/
theorem parallel_dark_iff (α : Matrix (Fin 3) (Fin 3) ℝ) :
    (∀ n, amplitude α n n = 0) ↔ αᵀ = -α := by
  have expand : ∀ n : Fin 3 → ℝ, amplitude α n n =
      n 0 * (α 0 0 * n 0 + α 0 1 * n 1 + α 0 2 * n 2) +
      n 1 * (α 1 0 * n 0 + α 1 1 * n 1 + α 1 2 * n 2) +
      n 2 * (α 2 0 * n 0 + α 2 1 * n 1 + α 2 2 * n 2) := by
    intro n
    simp only [amplitude, Matrix.mulVec, dotProduct, Fin.sum_univ_three]
  constructor
  · intro h
    -- polarizations along the axes and along the face diagonals
    have hx := h ![1, 0, 0]
    have hy := h ![0, 1, 0]
    have hz := h ![0, 0, 1]
    have hxy := h ![1, 1, 0]
    have hxz := h ![1, 0, 1]
    have hyz := h ![0, 1, 1]
    rw [expand] at hx hy hz hxy hxz hyz
    simp at hx hy hz hxy hxz hyz
    ext i j
    fin_cases i <;> fin_cases j <;> simp <;> linarith
  · intro h n
    have e : ∀ i j, α j i = -α i j := fun i j => congrFun (congrFun h i) j
    rw [expand]
    linear_combination (n 0 ^ 2 / 2) * e 0 0 + (n 1 ^ 2 / 2) * e 1 1 +
      (n 2 ^ 2 / 2) * e 2 2 + n 0 * n 1 * e 0 1 + n 0 * n 2 * e 0 2 + n 1 * n 2 * e 1 2

/-- For the tensor `c (E_xy - E_yx)` the Raman amplitude is `c` times the z component of the
cross product of the analysed and the incident polarization. -/
theorem amplitude_antisymTensor (c : ℝ) (m n : Fin 3 → ℝ) :
    amplitude (antisymTensor c) m n = c * (m ⨯₃ n) 2 := by
  rw [antisymTensor_eq]
  simp [amplitude, Matrix.mulVec, dotProduct, Fin.sum_univ_three, cross_apply]
  ring

/-- Inverse polarization: an a2g Raman tensor is `c (E_xy - E_yx)` for some real `c`, its
parallel amplitude vanishes for every polarization `n`, and the induced dipole has squared
length `c² (n_x² + n_y²)`. -/
theorem inverse_polarization {α : Matrix (Fin 3) (Fin 3) ℝ} (hα : IsA2g α) :
    ∃ c : ℝ, α = antisymTensor c ∧ (∀ n, amplitude α n n = 0) ∧
      ∀ n, (α *ᵥ n) ⬝ᵥ (α *ᵥ n) = c ^ 2 * (n 0 ^ 2 + n 1 ^ 2) := by
  obtain ⟨c, rfl⟩ := (isA2g_iff α).mp hα
  refine ⟨c, rfl, fun n => ?_, fun n => ?_⟩
  · -- the cross product of a polarization with itself is zero
    rw [amplitude_antisymTensor, cross_self]
    simp
  · rw [antisymTensor_eq]
    simp [Matrix.mulVec, dotProduct, Fin.sum_univ_three]
    ring

/-- For a molecule in any orientation `Q` (an orthogonal matrix), the laboratory tensor of
`c (E_xy - E_yx)` has no parallel scattering, and its squared entries sum to `2 c²`. -/
theorem inverse_polarization_oriented (c : ℝ) {Q : Matrix (Fin 3) (Fin 3) ℝ}
    (hQ : Q * Qᵀ = 1) :
    (∀ n, amplitude (Q * antisymTensor c * Qᵀ) n n = 0) ∧
      ∑ i, ∑ j, (Q * antisymTensor c * Qᵀ) i j ^ 2 = 2 * c ^ 2 := by
  have hQ' : Qᵀ * Q = 1 := mul_eq_one_comm.mp hQ
  constructor
  · -- antisymmetry survives the change of frame
    have hA : (antisymTensor c)ᵀ = -antisymTensor c :=
      (parallel_dark_iff _).mp fun n => by
        rw [amplitude_antisymTensor, cross_self]
        simp
    rw [parallel_dark_iff]
    simp only [Matrix.transpose_mul, Matrix.transpose_transpose, hA, Matrix.mul_assoc,
      Matrix.neg_mul, Matrix.mul_neg]
  · -- the sum of squared entries is a trace, which does not depend on the frame
    have hsum : ∀ M : Matrix (Fin 3) (Fin 3) ℝ,
        ∑ i, ∑ j, M i j ^ 2 = Matrix.trace (M * Mᵀ) := by
      intro M
      simp only [Matrix.trace, Matrix.diag_apply, Matrix.mul_apply,
        Matrix.transpose_apply, sq]
    have hprod : (Q * antisymTensor c * Qᵀ) * (Q * antisymTensor c * Qᵀ)ᵀ =
        Q * (antisymTensor c * (Qᵀ * Q) * (antisymTensor c)ᵀ * Qᵀ) := by
      simp only [Matrix.transpose_mul, Matrix.transpose_transpose, Matrix.mul_assoc]
    rw [hsum, hprod, hQ', Matrix.mul_one, Matrix.trace_mul_comm, Matrix.mul_assoc, hQ',
      Matrix.mul_one, ← hsum, antisymTensor_eq]
    simp [Fin.sum_univ_three]
    ring

end InversePolarizationRaman
```

```lean
#print axioms InversePolarizationRaman.parallel_dark_iff
#print axioms InversePolarizationRaman.inverse_polarization
#print axioms InversePolarizationRaman.inverse_polarization_oriented
```

```
'InversePolarizationRaman.parallel_dark_iff' depends on axioms: [propext, Classical.choice, Quot.sound]
'InversePolarizationRaman.inverse_polarization' depends on axioms: [propext, Classical.choice, Quot.sound]
'InversePolarizationRaman.inverse_polarization_oriented' depends on axioms: [propext, Classical.choice, Quot.sound]
```

## What symmetry settles and what c leaves open

Indices 0, 1, 2 are x, y, z. `IsA2g` is the pair of transformation laws; inversion imposes nothing on a rank-two tensor. `amplitude α m n` is m·(αn), with the analyser first. The vectors are real and need not be normalised.

`isA2g_iff` is the classification: the two `_conj` lemmas compute the rotated arrays, and `linarith` solves the entry equations. `parallel_dark_iff` uses six test polarizations, with unnormalised diagonals such as `![1, 1, 0]`; its `linear_combination` step is the sign argument in coordinates. `amplitude_antisymTensor` supplies the cross product, and `inverse_polarization` combines it with the classification. `inverse_polarization_oriented` covers any Q with `Q * Qᵀ = 1`, including reflections, and moves Q around the trace by `Matrix.trace_mul_comm`.

The symmetry laws are assumed of the tensor, not derived from a vibrational mode or an electronic Hamiltonian. The constant c carries the electronic structure and the dependence on laser frequency; symmetry allows it to be zero, and it does vanish when the Raman tensor is the derivative of a symmetric polarizability, as in the static limit. Complex tensors with damping, circular polarization and distorted geometries lie beyond these statements.
